# In a Gaussian fermion state without pairing, a region's entropy is at least 4 ln 2 times its particle-number variance

Put one spinless fermion in the symmetric orbital of two sites and look at the left site alone. It is occupied with probability 1/2, so its particle number has variance 1/4 and its entropy is ln 2, in nats. The entropy is exactly 4 ln 2 times the variance. If the orbital is tilted so that the left site has occupation x = 0.1, the variance drops to 0.09 and the entropy to about 0.325, while 4 ln 2 × 0.09 is about 0.250. The entropy is now the larger of the two.

For a single mode with occupation x the entropy is the binary entropy

h(x) = −x ln x − (1−x) ln(1−x), with h(0) = h(1) = 0,

and the number variance is x(1−x). The inequality h(x) ≥ 4 ln 2 · x(1−x) holds on all of [0,1]. In a Gaussian state without pairing, such as a Slater determinant, a larger region splits into independent modes, and the inequalities add.

## The bound for a finite region

Let C be the correlation matrix of the region, C_ij = ⟨c_i† c_j⟩, in a Gaussian state without pairing. Slater determinants and grand-canonical thermal states of non-interacting fermions are of this kind; a canonical thermal state, whose total particle number is fixed, generally is not. Let λ_i be its eigenvalues, S = Σ_i h(λ_i) the entropy and Var N the variance of the particle number N in the region. If 0 ≤ C ≤ 1 as a matrix inequality, then

S ≥ 4 ln 2 · Var N = 4 ln 2 · tr(C − C²).

Equality holds exactly when every λ_i is 0, 1/2 or 1.

## Entropy and variance in a lattice calculation

In a tight-binding model with an orthonormal site basis, one can fill orthonormal orbitals φ_k, restrict them to the region and form C_ij = Σ_k φ_k(i)* φ_k(j) over the occupied k. The variance follows from the matrix entries alone,

Var N = Σ_i C_ii − Σ_ij |C_ij|²,

whereas the entropy formula above takes the eigenvalues as input. The bound therefore gives a floor for the entropy of the region before any diagonalisation of C.

Take an open chain of four sites with uniform nearest-neighbour hopping, two spinless fermions in its ground state, and the first two sites as the region. Then C has diagonal entries 1/2 and off-diagonal entries of magnitude 1/√5. The variance is 1 − (1/2 + 2/5) = 0.1, so the entropy is at least 0.277. The eigenvalues 1/2 ± 1/√5 give S ≈ 0.413.

## From Wick contractions to a sum over modes

Write n_i = c_i† c_i. Wick's theorem gives the density covariance

⟨n_i n_j⟩ − ⟨n_i⟩⟨n_j⟩ = ⟨c_i† c_j⟩⟨c_i c_j†⟩ = C_ij(δ_ij − C_ji).

Summing over i and j gives

Var N = Σ_i C_ii − Σ_ij C_ij C_ji = tr(C − C²).

Since C is Hermitian, C = U D U† with U unitary and D the diagonal matrix of the λ_i. Then C − C² = U(D − D²)U†, and cyclicity of the trace gives

Var N = Σ_i λ_i(1 − λ_i).

The condition C ≥ 0 gives λ_i ≥ 0. The matrix U†(1 − C)U = 1 − D is also positive semidefinite, so λ_i ≤ 1.

It remains to prove the inequality for one mode. Set a = 4(1 − ln 2) ≈ 1.227 and, for y > 0,

F(y) = −ln y − (1−y)(2 − a y).

Differentiating,

F′(y) = −1/y + 2 + a − 2a y = (2y − 1)(1 − a y)/y.

Also F(1) = 0, and F(1/2) = ln 2 − (1/2)(2 − a/2) = 0. Because 1/2 < ln 2 < 1, the second zero of F′, at 1/a ≈ 0.815, lies above 1/2. So F falls to zero at 1/2, rises until 1/a, and then falls to zero at 1. Hence F(x) > 0 for 0 < x < 1 with x ≠ 1/2, which says

−ln x > (1−x)(2 − a x).

Multiply this by x, multiply the same inequality at 1−x by 1−x, and add:

h(x) > x(1−x)[(2 − a x) + (2 − a(1−x))] = x(1−x)(4 − a) = 4 ln 2 · x(1−x).

At x = 0 and x = 1 both sides vanish, and at x = 1/2 both equal ln 2. Summing over the modes gives the bound. If the two sums are equal, no term can be strict, so each λ_i is 0, 1/2 or 1; the converse is immediate.

## The Lean file

```lean
import Mathlib

open Matrix
open scoped ComplexOrder

namespace FreeFermionChargeEntropy

noncomputable section

variable {n : Type*} [Fintype n] [DecidableEq n]

/-- The covariance of the occupations of sites `i` and `j` in a free-fermion state with
correlation matrix `C i j = ⟨c_i† c_j⟩`, as given by Wick's theorem. -/
def densityCovariance (C : Matrix n n ℂ) (i j : n) : ℂ :=
  C i j * ((1 : Matrix n n ℂ) i j - C j i)

/-- The variance of the particle number in the region: the real part of the sum of all density
covariances. -/
def chargeVariance (C : Matrix n n ℂ) : ℝ :=
  (∑ i, ∑ j, densityCovariance C i j).re

/-- The von Neumann entropy in nats of a region in a free-fermion state, which is its entanglement
entropy when the global state is pure: the sum of the binary entropies of the eigenvalues of its
Hermitian correlation matrix. -/
def entanglementEntropy {C : Matrix n n ℂ} (hC : C.IsHermitian) : ℝ :=
  ∑ i, Real.binEntropy (hC.eigenvalues i)

/-- A quadratic lower bound on the surprisal `-log x`, strict for `0 < x < 1` and `x ≠ 1/2`. -/
theorem surprisal_bound {x : ℝ} (hx0 : 0 < x) (hx1 : x < 1) (hne : x ≠ 1 / 2) :
    (1 - x) * (2 - 4 * (1 - Real.log 2) * x) < -Real.log x := by
  have hL1 : 0 < Real.log 2 - 1 / 2 := by linarith [Real.log_two_gt_d9]
  have hL2 : 0 < 1 - Real.log 2 := by linarith [Real.log_two_lt_d9]
  obtain ⟨F, hF⟩ : ∃ F : ℝ → ℝ, F = fun y =>
      -Real.log y - (1 - y) * (2 - 4 * (1 - Real.log 2) * y) := ⟨_, rfl⟩
  have hd : ∀ y, 0 < y →
      HasDerivAt F ((2 * y - 1) * (1 - 4 * (1 - Real.log 2) * y) / y) y := by
    intro y hy
    rw [hF]
    have h1 := (Real.hasDerivAt_log hy.ne').fun_neg
    have h2 := ((hasDerivAt_id' y).const_sub 1).fun_mul
      (((hasDerivAt_id' y).const_mul (4 * (1 - Real.log 2))).const_sub 2)
    refine (h1.fun_sub h2).congr_deriv ?_
    field_simp
    ring
  -- the mean value theorem turns the sign of the derivative into a comparison of values
  have mvt : ∀ a b, 0 < a → a < b → ∃ c, a < c ∧ c < b ∧
      F b - F a = (2 * c - 1) * (1 - 4 * (1 - Real.log 2) * c) / c * (b - a) := by
    intro a b ha hab
    obtain ⟨c, hc, h⟩ := exists_hasDerivAt_eq_slope F
      (fun y => (2 * y - 1) * (1 - 4 * (1 - Real.log 2) * y) / y) hab
      (fun y hy => (hd y (ha.trans_le hy.1)).continuousAt.continuousWithinAt)
      (fun y hy => hd y (ha.trans hy.1))
    refine ⟨c, hc.1, hc.2, ?_⟩
    rw [h, div_mul_cancel₀ _ (sub_pos.2 hab).ne']
  have hhalf : F (1 / 2) = 0 := by
    simp only [hF, one_div, Real.log_inv]
    ring
  have hone : F 1 = 0 := by simp [hF]
  have hpos : 0 < F x := by
    rcases lt_or_gt_of_ne hne with h | h
    · obtain ⟨c, h1, h2, h3⟩ := mvt x (1 / 2) hx0 h
      have hc := div_neg_of_neg_of_pos (mul_neg_of_neg_of_pos
        (show 2 * c - 1 < 0 by linarith)
        (show 0 < 1 - 4 * (1 - Real.log 2) * c by
          nlinarith [mul_pos hL2 (sub_pos.2 h2)])) (hx0.trans h1)
      linarith [mul_neg_of_neg_of_pos hc (sub_pos.2 h)]
    · rcases le_or_gt (4 * (1 - Real.log 2) * x) 1 with hx | hx
      · obtain ⟨c, h1, h2, h3⟩ := mvt (1 / 2) x (by norm_num) h
        have hc := div_pos (mul_pos (show 0 < 2 * c - 1 by linarith)
          (show 0 < 1 - 4 * (1 - Real.log 2) * c by
            nlinarith [mul_pos hL2 (sub_pos.2 h2)])) (show 0 < c by linarith)
        linarith [mul_pos hc (sub_pos.2 h)]
      · obtain ⟨c, h1, h2, h3⟩ := mvt x 1 hx0 hx1
        have hc := div_neg_of_neg_of_pos (mul_neg_of_pos_of_neg
          (show 0 < 2 * c - 1 by linarith)
          (show 1 - 4 * (1 - Real.log 2) * c < 0 by
            nlinarith [mul_pos hL2 (sub_pos.2 h1)])) (hx0.trans h1)
        linarith [mul_neg_of_neg_of_pos hc (sub_pos.2 hx1)]
  simp only [hF] at hpos
  linarith

/-- For a mode with occupation `x` in `[0, 1]`, the entropy is at least `4 log 2` times the
number variance `x (1 - x)`, with equality exactly at `x = 0`, `1/2` and `1`. -/
theorem mode_bound {x : ℝ} (hx0 : 0 ≤ x) (hx1 : x ≤ 1) :
    4 * Real.log 2 * (x * (1 - x)) ≤ Real.binEntropy x ∧
    (4 * Real.log 2 * (x * (1 - x)) = Real.binEntropy x ↔ x = 0 ∨ x = 1 / 2 ∨ x = 1) := by
  by_cases hx : x = 0 ∨ x = 1 / 2 ∨ x = 1
  · have h : 4 * Real.log 2 * (x * (1 - x)) = Real.binEntropy x := by
      rcases hx with rfl | rfl | rfl
      · simp
      · rw [one_div, Real.binEntropy_two_inv]
        ring
      · simp
    exact ⟨h.le, iff_of_true h hx⟩
  · have hx' := hx
    push Not at hx'
    have h0 : 0 < x := lt_of_le_of_ne hx0 (Ne.symm hx'.1)
    have h1 : 0 < 1 - x := sub_pos.2 (lt_of_le_of_ne hx1 hx'.2.2)
    -- add the surprisal bounds for the filled and the empty mode
    have ha := mul_lt_mul_of_pos_left
      (surprisal_bound h0 (by linarith) hx'.2.1) h0
    have hb := mul_lt_mul_of_pos_left
      (surprisal_bound h1 (by linarith) (fun h => hx'.2.1 (by linarith))) h1
    have h : 4 * Real.log 2 * (x * (1 - x)) < Real.binEntropy x := by
      simp only [Real.binEntropy, Real.log_inv]
      nlinarith [ha, hb]
    exact ⟨h.le, iff_of_false h.ne hx⟩

/-- A Hermitian correlation matrix is diagonalised by a unitary change of modes. -/
theorem exists_modes {C : Matrix n n ℂ} (hC : C.IsHermitian) :
    ∃ U : Matrix n n ℂ, Uᴴ * U = 1 ∧
      C = U * diagonal (fun i => (hC.eigenvalues i : ℂ)) * Uᴴ := by
  have h := hC.spectral_theorem
  rw [Unitary.conjStarAlgAut_apply] at h
  exact ⟨_, Unitary.coe_star_mul_self hC.eigenvectorUnitary, h⟩

/-- If `1 - C` is positive semidefinite, no eigenvalue of the Hermitian matrix `C` exceeds one. -/
theorem occupation_le_one {C : Matrix n n ℂ} (hC : C.IsHermitian)
    (h1 : (1 - C).PosSemidef) (i : n) : hC.eigenvalues i ≤ 1 := by
  obtain ⟨U, hU, h⟩ := exists_modes hC
  have hD : Uᴴ * C * U = diagonal (fun i => (hC.eigenvalues i : ℂ)) := by
    calc Uᴴ * C * U
        = Uᴴ * (U * diagonal (fun i => (hC.eigenvalues i : ℂ)) * Uᴴ) * U := by rw [← h]
      _ = (Uᴴ * U) * diagonal (fun i => (hC.eigenvalues i : ℂ)) * (Uᴴ * U) := by
          simp only [Matrix.mul_assoc]
      _ = _ := by rw [hU, one_mul, mul_one]
  have hp := h1.conjTranspose_mul_mul_same U
  rw [Matrix.mul_sub, Matrix.sub_mul, Matrix.mul_one, hU, hD, ← diagonal_one,
    diagonal_sub] at hp
  have hi := Matrix.posSemidef_diagonal_iff.1 hp i
  have hr : (0 : ℂ) ≤ ((1 - hC.eigenvalues i : ℝ) : ℂ) := by
    push_cast
    exact hi
  linarith [Complex.zero_le_real.1 hr]

/-- The charge variance of a free-fermion state is the real part of `tr (C - C²)`. -/
theorem chargeVariance_eq_trace (C : Matrix n n ℂ) :
    chargeVariance C = (C - C * C).trace.re := by
  refine congrArg Complex.re ?_
  simp only [densityCovariance, Matrix.trace, Matrix.diag_apply, Matrix.sub_apply,
    Matrix.mul_apply]
  refine Finset.sum_congr rfl fun i _ => ?_
  simp only [mul_sub, Finset.sum_sub_distrib]
  congr 1
  simp [Matrix.one_apply]

/-- For a Hermitian correlation matrix the charge variance is the sum of `x (1 - x)` over its
eigenvalues `x`. -/
theorem chargeVariance_eq_sum {C : Matrix n n ℂ} (hC : C.IsHermitian) :
    chargeVariance C = ∑ i, hC.eigenvalues i * (1 - hC.eigenvalues i) := by
  have key : ∀ (d : n → ℝ) (U V A : Matrix n n ℂ), V * U = 1 →
      A = U * diagonal (fun i => (d i : ℂ)) * V →
      (A - A * A).trace = ((∑ i, d i * (1 - d i) : ℝ) : ℂ) := by
    intro d U V A h hA
    obtain ⟨D, hD⟩ : ∃ D : Matrix n n ℂ, D = diagonal (fun i => (d i : ℂ)) := ⟨_, rfl⟩
    rw [← hD] at hA
    have h2 : A * A = U * D * (V * U) * D * V := by
      rw [hA]
      simp only [Matrix.mul_assoc]
    have h3 : A - A * A = U * (D - D * D) * V := by
      rw [h2, h, hA]
      noncomm_ring
    -- cyclicity of the trace removes the change of modes
    rw [h3, Matrix.trace_mul_cycle, h, one_mul, hD, Complex.ofReal_sum, Matrix.trace]
    refine Finset.sum_congr rfl fun i _ => ?_
    simp only [Matrix.diag_apply, Matrix.sub_apply, Matrix.diagonal_mul_diagonal,
      Matrix.diagonal_apply_eq]
    push_cast
    ring
  obtain ⟨U, hU, h⟩ := exists_modes hC
  rw [chargeVariance_eq_trace, key _ U Uᴴ C hU h, Complex.ofReal_re]

/-- Entropy bounds charge fluctuations: for a correlation matrix with `0 ≤ C ≤ 1`, the entropy of
the region in nats is at least `4 log 2` times the charge variance. -/
theorem charge_variance_le_entropy {C : Matrix n n ℂ} (h0 : C.PosSemidef)
    (h1 : (1 - C).PosSemidef) :
    4 * Real.log 2 * chargeVariance C ≤ entanglementEntropy h0.isHermitian := by
  rw [chargeVariance_eq_sum h0.isHermitian, Finset.mul_sum]
  exact Finset.sum_le_sum fun i _ =>
    (mode_bound (h0.eigenvalues_nonneg i) (occupation_le_one _ h1 i)).1

/-- For `0 ≤ C ≤ 1`, the entropy equals `4 log 2` times the charge variance exactly when every
eigenvalue of `C` is `0`, `1/2` or `1`. -/
theorem charge_variance_eq_entropy_iff {C : Matrix n n ℂ} (h0 : C.PosSemidef)
    (h1 : (1 - C).PosSemidef) :
    4 * Real.log 2 * chargeVariance C = entanglementEntropy h0.isHermitian ↔
      ∀ i, h0.isHermitian.eigenvalues i = 0 ∨ h0.isHermitian.eigenvalues i = 1 / 2 ∨
        h0.isHermitian.eigenvalues i = 1 := by
  have hb := fun i => mode_bound (h0.eigenvalues_nonneg i)
    (occupation_le_one h0.isHermitian h1 i)
  rw [chargeVariance_eq_sum h0.isHermitian, Finset.mul_sum, entanglementEntropy,
    Finset.sum_eq_sum_iff_of_le fun i _ => (hb i).1]
  exact ⟨fun h i => (hb i).2.1 (h i (Finset.mem_univ i)), fun h i _ => (hb i).2.2 (h i)⟩

end

end FreeFermionChargeEntropy
```

```lean
#print axioms FreeFermionChargeEntropy.charge_variance_le_entropy
#print axioms FreeFermionChargeEntropy.charge_variance_eq_entropy_iff
```

```
'FreeFermionChargeEntropy.charge_variance_le_entropy' depends on axioms: [propext, Classical.choice, Quot.sound]
'FreeFermionChargeEntropy.charge_variance_eq_entropy_iff' depends on axioms: [propext, Classical.choice, Quot.sound]
```

## What the theorems say about C, and what links C to a state

The final theorems are `charge_variance_le_entropy`, the bound, and `charge_variance_eq_entropy_iff`, the equality condition. Under the two hypotheses explained next, they hold for every complex matrix `C` indexed by a finite type `n`, the set of sites; `n` is not a density. The region may be empty, in which case both sides are zero.

The hypothesis `C.PosSemidef` includes Hermiticity and says that no mode has negative occupation. The hypothesis `(1 - C).PosSemidef` is the Pauli principle: no mode holds more than one fermion. Both are assumed of the matrix.

`chargeVariance` is the variance of particle number, with charge counted in units of one particle. It is defined as the real part of the double sum of `densityCovariance`; for Hermitian `C` that sum is already real. `entanglementEntropy` sums `Real.binEntropy`, which uses the natural logarithm, over the eigenvalues. The name suits a region of a globally pure state. If the global state is mixed, the same number is the von Neumann entropy of the region, which also contains thermal or other classical uncertainty.

The link that remains physics input is that the region's reduced state is Gaussian and fixed by C. This supplies both the Wick covariance and the entropy formula, which enter the file as definitions; no Fock space or density operator is constructed. With interactions, or with pairing terms ⟨c_i c_j⟩, these two formulas generally no longer describe the state. The theorems also concern the matrix itself, not the rounded eigenvalues that a program returns.

The lemmas follow the derivation above:

- `surprisal_bound` proves F(x) > 0. Its local statement `mvt` is the mean value theorem for F. The three cases compare x with 1/2 when x < 1/2, with 1/2 again when 1/2 < x ≤ 1/a, and with 1 when x > 1/a. In each case the sign of the derivative at the intermediate point `c` decides the comparison.
- `mode_bound` treats 0, 1/2 and 1 by evaluation. Elsewhere it forms the two weighted inequalities `ha` and `hb`, and `nlinarith` adds them. It returns the bound together with its equality condition.
- `exists_modes` extracts the unitary diagonalisation from Mathlib's spectral theorem, and `occupation_le_one` conjugates 1 − C by that unitary to read off 1 − λ_i ≥ 0.
- `chargeVariance_eq_trace` carries out the double sum and needs no hypothesis on `C`. `chargeVariance_eq_sum` then removes the unitary with `Matrix.trace_mul_cycle`.

The bound follows by applying `mode_bound` to each eigenvalue under `Finset.sum_le_sum`. For the equality condition, `Finset.sum_eq_sum_iff_of_le` states that two sums ordered term by term are equal only if all their terms are equal, and `mode_bound` identifies the eigenvalues for which that happens.

Because equality is attained at λ = 1/2, no constant larger than 4 ln 2 works for all admissible C on a non-empty region. In the other direction, the variance times a fixed constant cannot bound the entropy from above: h(x)/(x(1−x)) grows without limit as x → 0, a remark that rests on the logarithm in h and not on the Lean development.
